# A harmonic homogeneous polynomial of degree \(l\) in \(x,y,z\) with \(L_+p=0\) is a multiple of \((x+iy)^l\)

Let \(p\) be a complex polynomial in \(x,y,z\), homogeneous of degree \(l\), with \(\Delta p=0\) and \(L_+p=0\), where \(L_+=L_x+iL_y\) is the raising operator of orbital angular momentum, in units of \(\hbar\). Then \(p=\kappa\,(x+iy)^l\) for some complex constant \(\kappa\). No \(L_z\) eigenvalue is assumed; the equation \(L_zp=l\,p\) follows.

## Orbitals as polynomials

The angular part of an atomic orbital with quantum number \(l\) is a harmonic homogeneous polynomial of degree \(l\), restricted to the unit sphere. The condition \(L_+p=0\) says that the orbital cannot be raised any further. For one particle without spin, the result says that the top of the ladder is unique up to a factor, so the other complex solid harmonics of degree \(l\) can be generated from \((x+iy)^l\) by lowering.

The polynomial is not normalised. On the unit sphere, with the Condon–Shortley phase,
\[
Y_{ll}=\frac{(-1)^l}{2^l\,l!}\sqrt{\frac{(2l+1)!}{4\pi}}\;(x+iy)^l .
\]

## The statement in Lean

`Orbital` is the type of complex polynomials in three variables, with indices 0, 1, 2 for \(x,y,z\). The definitions `Lx`, `Ly`, `Lz` are the components of \(-i\,\mathbf r\times\nabla\), so \(\hbar=1\); `Lplus` and `laplacian` are \(L_+\) and \(\Delta\), and `xPlusIy` is \(x+iy\).

The theorem `highest_weight_orbital` takes three hypotheses: `p.IsHomogeneous l`, `laplacian p = 0` and `Lplus p = 0`. It returns a complex number, called `c` there and \(\kappa\) here. The zero polynomial is allowed and has \(\kappa=0\). `xPlusIy_pow_highest_weight` gives the converse, and `Lz_of_Lplus_eq_zero` gives \(L_zp=l\,p\).

Radial factors, inner products, spin and the lowering operator do not enter.

## No dependence on \(z\)

Write \(w=x+iy\), \(D=\partial_x+i\partial_y\), \(\bar D=\partial_x-i\partial_y\) and \(u=\partial_zp\). Expanding the definitions gives
\[
L_+=-i(y\partial_z-z\partial_y)+(z\partial_x-x\partial_z)=zD-w\,\partial_z ,
\]
so \(L_+p=0\) means \(z\,Dp=w\,u\). Apply \(\bar D\), using \(\bar Dw=2\) and \(\bar DD=\partial_x^2+\partial_y^2\):
\[
z(\partial_x^2+\partial_y^2)p=2u+w\bar Du .
\]
By Laplace's equation the left side is \(-z\,\partial_zu\). Hence
\[
2u+w\bar Du+z\,\partial_zu=0 .
\]

Any complex point can be written as \(x=a+b\), \(y=i(b-a)\), \(z=c\), with \(w=2a\) and \(x-iy=2b\). Let \(g(t)\) be the value of \(u\) at \((t^2a+b,\;i(b-t^2a),\;tc)\). By the chain rule, with derivatives taken at that point,
\[
t\,g'(t)=2t^2a\,\bar Du+tc\,\partial_zu=w\bar Du+z\,\partial_zu=-2g(t).
\]
If \(g_n\) is the coefficient of \(t^n\), then \((n+2)g_n=0\), so \(g=0\). Setting \(t=1\) gives \(u=0\) at the chosen point, which was arbitrary. Now \(z\,Dp=0\), and therefore \(Dp=0\).

## Only \(x+iy\) remains

Next follow \(p\) along \((a+tb,\;i(tb-a),\;tc)\). Its derivative in \(t\) is \(b\,Dp+c\,\partial_zp=0\), so its values at \(t=1\) and \(t=0\) agree:
\[
p(a+b,\,i(b-a),\,c)=p(a,-ia,0)=(2a)^l\,p(\tfrac12,-\tfrac i2,0).
\]
The last step is homogeneity. Since \(2a=w\), this is the claim, with \(\kappa=p(\tfrac12,-\tfrac i2,0)\).

For the converse, \(\partial_xw^l=l\,w^{l-1}\), \(\partial_yw^l=i\,l\,w^{l-1}\) and \(\partial_zw^l=0\) when \(l\ge1\). Both \(\Delta w^l\) and \(L_+w^l\) then contain the factor \(1+i^2=0\), and
\[
L_zw^l=-i(ix-y)\,l\,w^{l-1}=l\,w^l .
\]
For \(l=0\) every derivative vanishes. Linearity carries the eigenvalue over to \(p=\kappa w^l\).

## Without Laplace's equation

The polynomial \(r^2=x^2+y^2+z^2\) is homogeneous of degree 2, and \(L_+r^2=2zw-2wz=0\), but it is not a multiple of \(w^2\). It is an s-type function times a radial factor, and \(\Delta r^2=6\) excludes it.

## An abstract representation instead

The setting could have been a finite-dimensional representation of the angular momentum algebra, with a vector \(v\) satisfying \(L_+v=0\) and \(L^2v=l(l+1)v\). This would still give \(L_zv=l\,v\), but not uniqueness, because the same \(l\) may occur several times. With polynomials, harmonicity and the fixed degree leave a single copy.

## The Lean file

```lean
import Mathlib

open MvPolynomial

namespace HighestWeightOrbitals

noncomputable section

/-- Complex polynomials in the Cartesian coordinates x, y, z (indices 0, 1, 2). -/
abbrev Orbital := MvPolynomial (Fin 3) ℂ

/-- The imaginary unit as a constant polynomial. -/
local notation "𝕚" => (C Complex.I : Orbital)

/-- The x component of orbital angular momentum, in units of ħ. -/
def Lx (p : Orbital) : Orbital := -𝕚 * (X 1 * pderiv 2 p - X 2 * pderiv 1 p)

/-- The y component of orbital angular momentum, in units of ħ. -/
def Ly (p : Orbital) : Orbital := -𝕚 * (X 2 * pderiv 0 p - X 0 * pderiv 2 p)

/-- The z component of orbital angular momentum, in units of ħ. -/
def Lz (p : Orbital) : Orbital := -𝕚 * (X 0 * pderiv 1 p - X 1 * pderiv 0 p)

/-- The raising operator Lx + i Ly. -/
def Lplus (p : Orbital) : Orbital := Lx p + 𝕚 * Ly p

/-- The Laplacian in three dimensions. -/
def laplacian (p : Orbital) : Orbital :=
  pderiv 0 (pderiv 0 p) + pderiv 1 (pderiv 1 p) + pderiv 2 (pderiv 2 p)

/-- The linear polynomial x + iy. -/
def xPlusIy : Orbital := X 0 + 𝕚 * X 1

/-- A polynomial path in complex space with x + iy = 2A, x - iy = 2B and z = Z. -/
def path (A B Z : Polynomial ℂ) : Fin 3 → Polynomial ℂ :=
  ![A + B, Polynomial.C Complex.I * (B - A), Z]

/-- The constant polynomial i squares to -1. -/
theorem i_mul_i : 𝕚 * 𝕚 = -1 := by
  rw [← C_mul, Complex.I_mul_I, C_neg, C_1]

/-- The partial derivative of one coordinate along another is 1 or 0. -/
theorem pderiv_coord (i j : Fin 3) :
    pderiv i (X j : Orbital) = if i = j then 1 else 0 := by
  split_ifs with h
  · subst h
    exact pderiv_X_self _
  · exact pderiv_X_of_ne (fun e => h e.symm)

/-- The chain rule for a polynomial restricted to a polynomial path. -/
theorem derivative_along (f : Fin 3 → Polynomial ℂ) (p : Orbital) :
    Polynomial.derivative (aeval f p) =
      aeval f (pderiv 0 p) * Polynomial.derivative (f 0)
      + aeval f (pderiv 1 p) * Polynomial.derivative (f 1)
      + aeval f (pderiv 2 p) * Polynomial.derivative (f 2) := by
  induction p using MvPolynomial.induction_on with
  | C a => simp [Polynomial.algebraMap_eq]
  | add p q hp hq =>
    simp only [map_add, hp, hq]
    ring
  | mul_X p j ih =>
    obtain rfl | rfl | rfl : j = 0 ∨ j = 1 ∨ j = 2 := by omega
    all_goals
      simp only [map_mul, map_add, aeval_X, Polynomial.derivative_mul, ih, pderiv_mul,
        pderiv_coord, Fin.reduceEq, ↓reduceIte, map_one, map_zero]
      ring

/-- The value at parameter t of a polynomial restricted to a path is its value at the
point of the path with parameter t. -/
theorem eval_path (A B Z : Polynomial ℂ) (t : ℂ) (p : Orbital) :
    (aeval (path A B Z) p).eval t =
      eval ![A.eval t + B.eval t, Complex.I * (B.eval t - A.eval t), Z.eval t] p := by
  induction p using MvPolynomial.induction_on with
  | C a => simp [Polynomial.algebraMap_eq]
  | add p q hp hq => simp only [map_add, Polynomial.eval_add, hp, hq]
  | mul_X p j ih =>
    simp only [map_mul, Polynomial.eval_mul, ih, aeval_X, eval_X]
    congr 1
    fin_cases j <;> simp [path]

/-- Two polynomials agree if they agree at all complex points, written in the
coordinates a = (x + iy)/2, b = (x - iy)/2 and c = z. -/
theorem ext_points {p q : Orbital}
    (h : ∀ a b c : ℂ, eval ![a + b, Complex.I * (b - a), c] p =
      eval ![a + b, Complex.I * (b - a), c] q) : p = q := by
  apply MvPolynomial.funext
  intro s
  have h' := h ((s 0 + Complex.I * s 1) / 2) ((s 0 - Complex.I * s 1) / 2) (s 2)
  have e : ![(s 0 + Complex.I * s 1) / 2 + (s 0 - Complex.I * s 1) / 2,
      Complex.I * ((s 0 - Complex.I * s 1) / 2 - (s 0 + Complex.I * s 1) / 2), s 2] = s := by
    funext i
    obtain rfl | rfl | rfl := (by decide : ∀ k : Fin 3, k = 0 ∨ k = 1 ∨ k = 2) i
    · change (s 0 + Complex.I * s 1) / 2 + (s 0 - Complex.I * s 1) / 2 = s 0
      ring
    · change Complex.I * ((s 0 - Complex.I * s 1) / 2 - (s 0 + Complex.I * s 1) / 2) = s 1
      linear_combination (-s 1) * Complex.I_mul_I
    · rfl
  rwa [e] at h'

/-- The raising operator equals z(∂x + i∂y) - (x + iy)∂z. -/
theorem Lplus_eq (p : Orbital) :
    Lplus p = X 2 * (pderiv 0 p + 𝕚 * pderiv 1 p) - (X 0 + 𝕚 * X 1) * pderiv 2 p := by
  unfold Lplus Lx Ly
  linear_combination (-(X 2 * pderiv 0 p - X 0 * pderiv 2 p)) * i_mul_i

/-- A harmonic polynomial annihilated by the raising operator does not depend on z and is
annihilated by ∂x + i∂y; it need not be homogeneous. -/
theorem planar_of_Lplus_eq_zero {p : Orbital} (hΔ : laplacian p = 0) (hL : Lplus p = 0) :
    pderiv 2 p = 0 ∧ pderiv 0 p + 𝕚 * pderiv 1 p = 0 := by
  have H : X 2 * (pderiv 0 p + 𝕚 * pderiv 1 p) = (X 0 + 𝕚 * X 1) * pderiv 2 p := by
    rw [Lplus_eq] at hL
    exact sub_eq_zero.mp hL
  -- mixed partial derivatives commute
  have comm : pderiv 0 (pderiv 1 p) = pderiv 1 (pderiv 0 p) := by
    clear hΔ hL H
    induction p using MvPolynomial.induction_on with
    | C a => simp
    | add p q hp hq => simp only [map_add, hp, hq]
    | mul_X p j ih =>
      obtain rfl | rfl | rfl : j = 0 ∨ j = 1 ∨ j = 2 := by omega
      all_goals
        simp only [pderiv_mul, map_add, pderiv_coord, Fin.reduceEq, ↓reduceIte, ih,
          Derivation.map_one_eq_zero, map_zero]
        ring
  -- apply ∂x - i∂y to the raising condition and use the Laplace equation
  have hx := congrArg (pderiv 0) H
  have hy := congrArg (pderiv 1) H
  simp only [pderiv_mul, map_add, pderiv_C, pderiv_coord, Fin.reduceEq, ↓reduceIte] at hx hy
  unfold laplacian at hΔ
  have key : pderiv 2 p + pderiv 2 p + (X 0 + 𝕚 * X 1) *
      (pderiv 0 (pderiv 2 p) - 𝕚 * pderiv 1 (pderiv 2 p))
      + X 2 * pderiv 2 (pderiv 2 p) = 0 := by
    linear_combination -hx + 𝕚 * hy + X 2 * hΔ
      + (pderiv 2 p - X 2 * pderiv 1 (pderiv 1 p)) * i_mul_i + X 2 * 𝕚 * comm
  have hu : pderiv 2 p = 0 := by
    apply ext_points
    intro a b c
    -- scale x + iy by t² and z by t
    let A : Polynomial ℂ := Polynomial.C a * (Polynomial.X * Polynomial.X)
    let f := path A (Polynomial.C b) (Polynomial.C c * Polynomial.X)
    have f0 : f 0 = Polynomial.C a * (Polynomial.X * Polynomial.X) + Polynomial.C b := rfl
    have f1 : f 1 = Polynomial.C Complex.I *
      (Polynomial.C b - Polynomial.C a * (Polynomial.X * Polynomial.X)) := rfl
    have f2 : f 2 = Polynomial.C c * Polynomial.X := rfl
    have hI : Polynomial.C Complex.I * Polynomial.C Complex.I = -1 := by
      rw [← Polynomial.C_mul, Complex.I_mul_I, Polynomial.C_neg, Polynomial.C_1]
    have h' := congrArg (aeval f) key
    simp only [map_add, map_mul, map_sub, map_zero, aeval_X, aeval_C,
      Polynomial.algebraMap_eq, f0, f1, f2] at h'
    have ode : Polynomial.X * Polynomial.derivative (aeval f (pderiv 2 p))
        + (aeval f (pderiv 2 p) + aeval f (pderiv 2 p)) = 0 := by
      rw [derivative_along, f0, f1, f2]
      simp only [Polynomial.derivative_add, Polynomial.derivative_sub,
        Polynomial.derivative_mul, Polynomial.derivative_C, Polynomial.derivative_X]
      linear_combination h' - (Polynomial.C b - Polynomial.C a * (Polynomial.X * Polynomial.X))
        * (aeval f (pderiv 0 (pderiv 2 p))
          - Polynomial.C Complex.I * aeval f (pderiv 1 (pderiv 2 p))) * hI
    -- the coefficient of tⁿ is multiplied by n + 2, so it vanishes
    have g0 : aeval f (pderiv 2 p) = 0 := by
      ext n
      have hn := congrArg (fun q => Polynomial.coeff q n) ode
      cases n with
      | zero =>
        simp only [Polynomial.coeff_add, Polynomial.mul_coeff_zero, Polynomial.coeff_X_zero,
          Polynomial.coeff_zero] at hn ⊢
        linear_combination hn / 2
      | succ n =>
        simp only [Polynomial.coeff_add, Polynomial.coeff_X_mul, Polynomial.coeff_derivative,
          Polynomial.coeff_zero] at hn ⊢
        have hne : (n : ℂ) + 3 ≠ 0 := by exact_mod_cast Nat.succ_ne_zero (n + 2)
        apply (mul_eq_zero.mp _).resolve_left hne
        linear_combination hn
    have e := eval_path A (Polynomial.C b) (Polynomial.C c * Polynomial.X) 1 (pderiv 2 p)
    change (aeval f (pderiv 2 p)).eval 1 = _ at e
    rw [g0] at e
    simp only [A, Polynomial.eval_zero, Polynomial.eval_mul, Polynomial.eval_C,
      Polynomial.eval_X, mul_one] at e
    rw [← e, map_zero]
  refine ⟨hu, ?_⟩
  rw [hu, mul_zero] at H
  exact (mul_eq_zero.mp H).resolve_left (X_ne_zero _)

/-- A harmonic homogeneous polynomial of degree l annihilated by the raising operator is a
constant multiple of (x + iy)^l. -/
theorem highest_weight_orbital {l : ℕ} {p : Orbital} (hp : p.IsHomogeneous l)
    (hΔ : laplacian p = 0) (hL : Lplus p = 0) : ∃ c : ℂ, p = C c * xPlusIy ^ l := by
  obtain ⟨hz, hD⟩ := planar_of_Lplus_eq_zero hΔ hL
  -- homogeneity as scaling of values
  have scale : ∀ (r : ℂ) (v : Fin 3 → ℂ),
      eval (fun i => r * v i) p = r ^ l * eval v p := by
    intro r v
    rw [eval_eq', eval_eq', Finset.mul_sum]
    refine Finset.sum_congr rfl fun d hd => ?_
    have h : ∑ i, d i = l := by
      have h := hp (mem_support_iff.mp hd)
      rw [Finsupp.weight_apply, Finsupp.sum_fintype _ _ (by simp)] at h
      simpa using h
    simp only [mul_pow, Finset.prod_mul_distrib, Finset.prod_pow_eq_pow_sum, h]
    ring
  refine ⟨eval ![1 / 2, -Complex.I / 2, 0] p, ext_points fun a b c => ?_⟩
  -- p is constant when x - iy and z are scaled by t
  let f := path (Polynomial.C a) (Polynomial.C b * Polynomial.X) (Polynomial.C c * Polynomial.X)
  have f0 : f 0 = Polynomial.C a + Polynomial.C b * Polynomial.X := rfl
  have f1 : f 1 = Polynomial.C Complex.I *
    (Polynomial.C b * Polynomial.X - Polynomial.C a) := rfl
  have hD' := congrArg (aeval f) hD
  simp only [map_add, map_mul, map_zero, aeval_C, Polynomial.algebraMap_eq] at hD'
  have dg : Polynomial.derivative (aeval f p) = 0 := by
    rw [derivative_along, hz, f0, f1]
    simp only [Polynomial.derivative_add, Polynomial.derivative_sub, map_zero,
      Polynomial.derivative_mul, Polynomial.derivative_C, Polynomial.derivative_X]
    linear_combination Polynomial.C b * hD'
  have hg := Polynomial.eq_C_of_natDegree_eq_zero
    (Polynomial.derivative_eq_zero.mp dg)
  have e : (aeval f p).eval 1 = (aeval f p).eval 0 := by
    rw [hg]
    simp only [Polynomial.eval_C]
  simp only [f, eval_path, Polynomial.eval_mul, Polynomial.eval_C, Polynomial.eval_X,
    mul_one, mul_zero, add_zero, zero_sub] at e
  have hv : ![a, Complex.I * -a, 0] =
      fun i => (2 * a) * (![1 / 2, -Complex.I / 2, 0] : Fin 3 → ℂ) i := by
    funext i
    fin_cases i <;> simp <;> ring
  have hw : eval ![a + b, Complex.I * (b - a), c] xPlusIy = 2 * a := by
    simp only [xPlusIy, map_add, map_mul, eval_X, eval_C]
    change a + b + Complex.I * (Complex.I * (b - a)) = 2 * a
    linear_combination (b - a) * Complex.I_mul_I
  rw [e, hv, scale, map_mul, map_pow, hw, eval_C, mul_comm]

/-- Conversely, (x + iy)^l is homogeneous of degree l, harmonic, annihilated by the raising
operator, and multiplied by l when Lz is applied. -/
theorem xPlusIy_pow_highest_weight (l : ℕ) :
    (xPlusIy ^ l).IsHomogeneous l ∧ laplacian (xPlusIy ^ l) = 0 ∧
      Lplus (xPlusIy ^ l) = 0 ∧ Lz (xPlusIy ^ l) = C (l : ℂ) * xPlusIy ^ l := by
  have w0 : pderiv 0 xPlusIy = 1 := by
    simp [xPlusIy]
  have w1 : pderiv 1 xPlusIy = 𝕚 := by
    simp [xPlusIy]
  have w2 : pderiv 2 xPlusIy = 0 := by
    simp [xPlusIy]
  have dw : ∀ (i : Fin 3) (n : ℕ), pderiv i (xPlusIy ^ n) =
      C (n : ℂ) * xPlusIy ^ (n - 1) * pderiv i xPlusIy := by
    intro i n
    rw [Derivation.leibniz_pow]
    simp only [nsmul_eq_mul, smul_eq_mul, map_natCast]
    ring
  refine ⟨?_, ?_, ?_, ?_⟩
  · have h := (isHomogeneous_C (Fin 3) Complex.I).mul (isHomogeneous_X ℂ (1 : Fin 3))
    rw [zero_add] at h
    have h2 := ((isHomogeneous_X ℂ (0 : Fin 3)).add h).pow l
    rw [one_mul] at h2
    exact h2
  · simp only [laplacian, dw, w0, w1, w2, pderiv_mul, pderiv_C, mul_one, mul_zero, map_zero]
    linear_combination (C (l : ℂ) * (C ((l - 1 : ℕ) : ℂ) * xPlusIy ^ (l - 1 - 1))) * i_mul_i
  · rw [Lplus_eq, dw, dw, dw, w0, w1, w2]
    linear_combination (X 2 * (C (l : ℂ) * xPlusIy ^ (l - 1))) * i_mul_i
  · cases l with
    | zero => simp [Lz]
    | succ n =>
      have hw : xPlusIy = X 0 + 𝕚 * X 1 := rfl
      rw [Lz, dw, dw, w0, w1, Nat.add_sub_cancel]
      linear_combination (-(X 0 * (C ((n + 1 : ℕ) : ℂ) * xPlusIy ^ n))) * i_mul_i
        - (C ((n + 1 : ℕ) : ℂ) * xPlusIy ^ n) * hw

/-- A harmonic homogeneous polynomial of degree l annihilated by the raising operator
satisfies Lz p = l p. -/
theorem Lz_of_Lplus_eq_zero {l : ℕ} {p : Orbital} (hp : p.IsHomogeneous l)
    (hΔ : laplacian p = 0) (hL : Lplus p = 0) : Lz p = C (l : ℂ) * p := by
  obtain ⟨c, hc⟩ := highest_weight_orbital hp hΔ hL
  have h := (xPlusIy_pow_highest_weight l).2.2.2
  unfold Lz at h ⊢
  rw [hc, pderiv_mul, pderiv_mul, pderiv_C, pderiv_C]
  linear_combination C c * h

end

end HighestWeightOrbitals
```

```lean
#print axioms HighestWeightOrbitals.highest_weight_orbital
#print axioms HighestWeightOrbitals.Lz_of_Lplus_eq_zero
```

```
'HighestWeightOrbitals.highest_weight_orbital' depends on axioms: [propext, Classical.choice, Quot.sound]
'HighestWeightOrbitals.Lz_of_Lplus_eq_zero' depends on axioms: [propext, Classical.choice, Quot.sound]
```

## How the proof follows the calculation

`Lplus_eq` is the rewritten form of \(L_+\). Here and later, `linear_combination` checks a polynomial identity after adding multiples of known equations, often `i_mul_i`, which is \(i^2=-1\).

Three lemmas support the argument along paths. `derivative_along` is the chain rule, proved by induction on the polynomial: constants, sums, then multiplication by a coordinate. `eval_path` identifies the value at parameter \(t\) with the value at the corresponding point. `ext_points` says that polynomials agreeing at all \((a,b,c)\) are equal.

`planar_of_Lplus_eq_zero` proves \(\partial_zp=0\) and \(Dp=0\) without using homogeneity. In it, `H` is \(z\,Dp=w\,u\), `comm` exchanges mixed derivatives, and `key` is the equation obtained with \(\bar D\). The equation for \(g\) is `ode`. The step `g0` compares coefficients, treating \(n=0\) and \(n+1\) separately, which gives the nonzero factors 2 and \(n+3\).

In `highest_weight_orbital`, `scale` derives \(p(r\mathbf v)=r^l\,p(\mathbf v)\) from the degrees of the monomials. `dg` is the vanishing derivative along the second path, and `e` equates the values at \(t=1\) and \(t=0\). Then `hv` writes \((a,-ia,0)\) as \(2a\,(\tfrac12,-\tfrac i2,0)\), and `hw` identifies \(2a\) with \(x+iy\).

The converse rests on the power rule `dw`. The final theorem combines both directions to obtain the \(L_z\) eigenvalue.
